# Schrödinger solutions at energies −κᵢ² from a determinant of decaying exponentials

For one exponential $v=ce^{-\kappa x}$ with $\kappa>0$ and $c\ne0$, the potential $V=-2(\log(1+v^2/2\kappa))''$ is the well $-2\kappa^2\,\mathrm{sech}^2(\kappa(x-x_0))$, where $c^2=2\kappa e^{2\kappa x_0}$, and $\psi=v/(1+v^2/2\kappa)$ is its bound state at energy $-\kappa^2$, in units $\hbar=2m=1$. The file below proves the Schrödinger equation for any finite number of such exponentials.

```lean
import Mathlib

open Matrix Filter Topology Finset

namespace ReflectionlessPotential

noncomputable section

variable {n : Type*} [Fintype n] [DecidableEq n]

/-- The exponentials `v_i(x) = c_i exp(-κ_i x)`, which decay for positive `κ`. -/
def wave (κ c : n → ℝ) (x : ℝ) : n → ℝ := fun i => c i * Real.exp (-κ i * x)

/-- The matrix `C_ij = v_i v_j / (κ_i + κ_j)`, for positive `κ`. -/
def overlap (κ c : n → ℝ) (x : ℝ) : Matrix n n ℝ :=
  Matrix.of fun i j => wave κ c x i * wave κ c x j / (κ i + κ j)

/-- The potential `V = -2 (log det (1 + C))''`, for positive `κ`. -/
def potential (κ c : n → ℝ) (x : ℝ) : ℝ :=
  -2 * deriv (deriv fun y => Real.log (1 + overlap κ c y).det) x

/-- The vector of wave functions `ψ = (1 + C)⁻¹ v`, for positive `κ`. -/
def psi (κ c : n → ℝ) (x : ℝ) : n → ℝ := (1 + overlap κ c x)⁻¹ *ᵥ wave κ c x

/-- The vector `(1 + C)⁻¹ w` with `w_k = (v ⬝ ψ - κ_k) v_k`, for positive `κ`. -/
def slope (κ c : n → ℝ) (x : ℝ) : n → ℝ :=
  (1 + overlap κ c x)⁻¹ *ᵥ fun k => (wave κ c x ⬝ᵥ psi κ c x - κ k) * wave κ c x k

variable {κ c : n → ℝ}

/-- Jacobi's formula: the derivative of `det A` is the trace of `adj(A) A'`. -/
theorem hasDerivAt_det {A : ℝ → Matrix n n ℝ} {A' : Matrix n n ℝ} {x : ℝ}
    (hA : ∀ i j, HasDerivAt (fun y => A y i j) (A' i j) x) :
    HasDerivAt (fun y => (A y).det) ((A x).adjugate * A').trace x := by
  have h := HasDerivAt.fun_sum (u := univ) fun (σ : Equiv.Perm n) _ =>
    (HasDerivAt.fun_finsetProd (u := univ) fun i _ => hA (σ i) i).const_mul
      ((Equiv.Perm.sign σ : ℤ) : ℝ)
  have hcol : ((A x).adjugate * A').trace
      = ∑ i, ((A x).updateCol i fun k => A' k i).det := by
    refine sum_congr rfl fun i _ => ?_
    rw [← Matrix.cramer_apply, Matrix.cramer_eq_adjugate_mulVec]
    rfl
  rw [funext fun y => Matrix.det_apply' (A y), hcol]
  refine h.congr_deriv ?_
  simp only [Matrix.det_apply', mul_sum]
  rw [sum_comm]
  refine sum_congr rfl fun i _ => sum_congr rfl fun σ _ => ?_
  rw [← mul_prod_erase univ _ (mem_univ i), Matrix.updateCol_self, smul_eq_mul,
    mul_comm (A' (σ i) i)]
  congr 2
  exact prod_congr rfl fun j hj => (Matrix.updateCol_ne (ne_of_mem_erase hj)).symm

omit [Fintype n] in
/-- The exponentials obey `v_i' = -κ_i v_i`, and `1 + C` has derivative `-v vᵀ`. -/
theorem hasDerivAt_wave_overlap (hκ : ∀ i, 0 < κ i) (x : ℝ) :
    (∀ i, HasDerivAt (fun y => wave κ c y i) (-κ i * wave κ c x i) x) ∧
    ∀ i j, HasDerivAt (fun y => (1 + overlap κ c y) i j)
      (-(wave κ c x i * wave κ c x j)) x := by
  have hw : ∀ i, HasDerivAt (fun y => wave κ c y i) (-κ i * wave κ c x i) x := by
    intro i
    have h : HasDerivAt (fun y => c i * Real.exp (-κ i * y))
        (c i * (Real.exp (-κ i * x) * (-κ i * 1))) x :=
      (((hasDerivAt_id' x).const_mul (-κ i)).exp).const_mul (c i)
    exact h.congr_deriv (by simp only [wave]; ring)
  refine ⟨hw, fun i j => ?_⟩
  have h := (((hw i).fun_mul (hw j)).div_const (κ i + κ j)).const_add ((1 : Matrix n n ℝ) i j)
  exact h.congr_deriv (by rw [div_eq_iff (add_pos (hκ i) (hκ j)).ne']; ring)

/-- The quadratic form of `1 + C` is at least that of the identity, and `det (1 + C) > 0`. -/
theorem one_le_and_det_pos (hκ : ∀ i, 0 < κ i) (x : ℝ) :
    (∀ y : n → ℝ, y ⬝ᵥ y ≤ y ⬝ᵥ ((1 + overlap κ c x) *ᵥ y)) ∧
    0 < (1 + overlap κ c x).det := by
  have hle : ∀ y : n → ℝ, y ⬝ᵥ y ≤ y ⬝ᵥ ((1 + overlap κ c x) *ᵥ y) := by
    intro y
    -- the form is nonincreasing in x and tends to that of the identity
    have hd : ∀ t, HasDerivAt (fun t => ∑ i, y i * ∑ j, (1 + overlap κ c t) i j * y j)
        (-(∑ i, y i * wave κ c t i) ^ 2) t := fun t =>
      (HasDerivAt.fun_sum fun i _ => (HasDerivAt.fun_sum fun j _ =>
        ((hasDerivAt_wave_overlap hκ t).2 i j).mul_const (y j)).const_mul (y i)).congr_deriv (by
          rw [sq, sum_mul_sum, ← sum_neg_distrib]
          refine sum_congr rfl fun i _ => ?_
          rw [mul_sum, ← sum_neg_distrib]
          exact sum_congr rfl fun j _ => by ring)
    have hanti := antitone_of_deriv_nonpos (fun t => (hd t).differentiableAt)
      fun t => by rw [(hd t).deriv]; exact neg_nonpos.2 (sq_nonneg _)
    have hw : ∀ i, Tendsto (fun t => wave κ c t i) atTop (𝓝 0) := fun i => by
      have h := (Real.tendsto_exp_atBot.comp
        (tendsto_id.const_mul_atTop_of_neg (neg_lt_zero.2 (hκ i)))).const_mul (c i)
      rw [mul_zero] at h
      exact h
    have hC : ∀ i j, Tendsto (fun t => (1 + overlap κ c t) i j) atTop
        (𝓝 ((1 : Matrix n n ℝ) i j)) := fun i j => by
      have h := (((hw i).mul (hw j)).div_const (κ i + κ j)).const_add ((1 : Matrix n n ℝ) i j)
      rw [mul_zero, zero_div, add_zero] at h
      exact h
    have hlim := tendsto_finsetSum univ fun i _ => (tendsto_finsetSum univ fun j _ =>
      (hC i j).mul_const (y j)).const_mul (y i)
    calc y ⬝ᵥ y = y ⬝ᵥ ((1 : Matrix n n ℝ) *ᵥ y) := by rw [Matrix.one_mulVec]
      _ ≤ _ := hanti.le_of_tendsto hlim x
  refine ⟨hle, Matrix.PosDef.det_pos (Matrix.posDef_iff_dotProduct_mulVec.2 ⟨?_, ?_⟩)⟩
  · refine Matrix.isHermitian_one.add (Matrix.IsHermitian.ext fun i j => ?_)
    simp only [overlap, Matrix.of_apply, star_trivial]
    rw [mul_comm (wave κ c x j), add_comm (κ j)]
  · intro y hy
    obtain ⟨i, hi⟩ := Function.ne_iff.1 hy
    rw [star_trivial]
    exact lt_of_lt_of_le (sum_pos' (fun j _ => mul_self_nonneg (y j))
      ⟨i, mem_univ i, mul_self_pos.2 hi⟩) (hle y)

/-- The linear system for the wave functions: `v_i = ψ_i + ∑_j C_ij ψ_j`. -/
theorem wave_eq (hκ : ∀ i, 0 < κ i) (x : ℝ) (i : n) :
    wave κ c x i = psi κ c x i + ∑ j, overlap κ c x i j * psi κ c x j := by
  have h : (1 + overlap κ c x) *ᵥ psi κ c x = wave κ c x := by
    rw [psi, Matrix.mulVec_mulVec, Matrix.mul_nonsing_inv _
      (isUnit_iff_ne_zero.2 (one_le_and_det_pos hκ x).2.ne'), Matrix.one_mulVec]
  rw [Matrix.add_mulVec, Matrix.one_mulVec] at h
  exact (congrFun h i).symm

/-- If `φ = (1 + C)⁻¹ b`, then `φ' = (1 + C)⁻¹ (b' + (v ⬝ φ) v)`. -/
theorem hasDerivAt_solve (hκ : ∀ i, 0 < κ i) {b : ℝ → n → ℝ} {b' : n → ℝ} {x : ℝ}
    (hb : ∀ i, HasDerivAt (fun y => b y i) (b' i) x) (i : n) :
    HasDerivAt (fun y => ((1 + overlap κ c y)⁻¹ *ᵥ b y) i)
      (((1 + overlap κ c x)⁻¹ *ᵥ fun k => b' k + wave κ c x k *
        (wave κ c x ⬝ᵥ ((1 + overlap κ c x)⁻¹ *ᵥ b x))) i) x := by
  have hA := (hasDerivAt_wave_overlap (c := c) hκ x).2
  have hu : ∀ y, IsUnit (1 + overlap κ c y).det := fun y =>
    isUnit_iff_ne_zero.2 (one_le_and_det_pos hκ y).2.ne'
  -- Cramer's rule gives differentiability
  have hdiff : ∀ i, DifferentiableAt ℝ (fun y => ((1 + overlap κ c y)⁻¹ *ᵥ b y) i) x := by
    intro i
    have e : (fun y => ((1 + overlap κ c y)⁻¹ *ᵥ b y) i) = fun y =>
        ((1 + overlap κ c y).det)⁻¹ * ((1 + overlap κ c y).updateCol i (b y)).det := by
      funext y
      rw [Matrix.inv_def, Matrix.smul_mulVec, ← Matrix.cramer_eq_adjugate_mulVec,
        Pi.smul_apply, Matrix.cramer_apply, Ring.inverse_eq_inv', smul_eq_mul]
    rw [e]
    have h1 := hasDerivAt_det (A' := Matrix.of fun i j => -(wave κ c x i * wave κ c x j)) hA
    have h2 := hasDerivAt_det (A := fun y => (1 + overlap κ c y).updateCol i (b y)) (x := x)
      (A' := Matrix.of fun k j => if j = i then b' k else -(wave κ c x k * wave κ c x j))
      (fun k j => by
        simp only [Matrix.updateCol_apply, Matrix.of_apply]
        split_ifs
        · exact hb k
        · exact hA k j)
    exact (h1.differentiableAt.fun_inv (hu x).ne_zero).fun_mul h2.differentiableAt
  -- differentiating the linear system gives the value
  have key : (1 + overlap κ c x) *ᵥ
      (fun j => deriv (fun y => ((1 + overlap κ c y)⁻¹ *ᵥ b y) j) x) = fun k => b' k +
        wave κ c x k * (wave κ c x ⬝ᵥ ((1 + overlap κ c x)⁻¹ *ᵥ b x)) := by
    funext k
    have h1 := HasDerivAt.fun_sum (u := univ) fun j _ =>
      (hA k j).fun_mul (hdiff j).hasDerivAt
    have e : (fun y => ∑ j, (1 + overlap κ c y) k j * ((1 + overlap κ c y)⁻¹ *ᵥ b y) j)
        = fun y => b y k := by
      funext y
      change ((1 + overlap κ c y) *ᵥ ((1 + overlap κ c y)⁻¹ *ᵥ b y)) k = b y k
      rw [Matrix.mulVec_mulVec, Matrix.mul_nonsing_inv _ (hu y), Matrix.one_mulVec]
    rw [e] at h1
    rw [(hb k).unique h1]
    simp only [Matrix.mulVec_eq_sum, dotProduct, mul_sum] at *
    rw [← sum_add_distrib, Finset.sum_apply]
    exact sum_congr rfl fun j _ => by
      simp only [Pi.smul_apply, Matrix.transpose_apply, MulOpposite.smul_eq_mul_unop,
        MulOpposite.unop_op]
      ring
  rw [← key, Matrix.mulVec_mulVec, Matrix.nonsing_inv_mul _ (hu x), Matrix.one_mulVec]
  exact (hdiff i).hasDerivAt

/-- The vector `slope` is `ψ'`, and `v ⬝ ψ' = ∑ κ_i v_i ψ_i - 2 ∑ κ_i ψ_i²`. -/
theorem hasDerivAt_psi (hκ : ∀ i, 0 < κ i) (x : ℝ) :
    (∀ i, HasDerivAt (fun y => psi κ c y i) (slope κ c x i) x) ∧
    wave κ c x ⬝ᵥ slope κ c x = ∑ i, κ i * wave κ c x i * psi κ c x i
      - 2 * ∑ i, κ i * psi κ c x i ^ 2 := by
  constructor
  · intro i
    refine (hasDerivAt_solve hκ (hasDerivAt_wave_overlap hκ x).1 i).congr_deriv ?_
    refine congrFun (congrArg _ (funext fun k => ?_)) i
    change _ + _ * (wave κ c x ⬝ᵥ psi κ c x) = _
    ring
  have hs : ∀ i j, overlap κ c x i j = overlap κ c x j i := fun i j => by
    simp only [overlap, Matrix.of_apply]
    rw [mul_comm (wave κ c x i), add_comm (κ i)]
  have hT : (1 + overlap κ c x)ᵀ = 1 + overlap κ c x := by
    rw [Matrix.transpose_add, Matrix.transpose_one]
    exact congrArg _ (Matrix.ext fun i j => hs j i)
  have hv : wave κ c x = (1 + overlap κ c x) *ᵥ psi κ c x := by
    rw [Matrix.add_mulVec, Matrix.one_mulVec]
    exact funext (wave_eq hκ x)
  have h0 : wave κ c x ⬝ᵥ slope κ c x = (wave κ c x ⬝ᵥ psi κ c x) *
      (∑ i, wave κ c x i * psi κ c x i) - ∑ i, κ i * wave κ c x i * psi κ c x i := by
    have h : wave κ c x ⬝ᵥ slope κ c x
        = psi κ c x ⬝ᵥ ((1 + overlap κ c x) *ᵥ slope κ c x) := by
      rw [Matrix.dotProduct_mulVec, ← Matrix.mulVec_transpose, hT, ← hv]
    rw [h, slope, Matrix.mulVec_mulVec, Matrix.mul_nonsing_inv _
      (isUnit_iff_ne_zero.2 (one_le_and_det_pos hκ x).2.ne'), Matrix.one_mulVec,
      mul_sum, ← sum_sub_distrib]
    exact sum_congr rfl fun i _ => by ring
  -- symmetrise the double sum with C_ij (κ_i + κ_j) = v_i v_j
  have h1 : ∑ i, κ i * wave κ c x i * psi κ c x i = ∑ i, κ i * psi κ c x i ^ 2
      + ∑ i, ∑ j, κ i * psi κ c x i * (overlap κ c x i j * psi κ c x j) := by
    rw [← sum_add_distrib]
    refine sum_congr rfl fun i _ => ?_
    rw [← mul_sum]
    linear_combination κ i * psi κ c x i * wave_eq (c := c) hκ x i
  have h2 : ∑ i, ∑ j, κ i * psi κ c x i * (overlap κ c x i j * psi κ c x j)
      = ∑ i, ∑ j, κ j * psi κ c x j * (overlap κ c x i j * psi κ c x i) :=
    sum_comm.trans (sum_congr rfl fun i _ => sum_congr rfl fun j _ => by rw [hs j i])
  have h3 : (wave κ c x ⬝ᵥ psi κ c x) * (∑ i, wave κ c x i * psi κ c x i)
      = ∑ i, ∑ j, κ i * psi κ c x i * (overlap κ c x i j * psi κ c x j)
      + ∑ i, ∑ j, κ j * psi κ c x j * (overlap κ c x i j * psi κ c x i) := by
    rw [dotProduct, sum_mul_sum, ← sum_add_distrib]
    refine sum_congr rfl fun i _ => ?_
    rw [← sum_add_distrib]
    refine sum_congr rfl fun j _ => ?_
    have hC : overlap κ c x i j * (κ i + κ j) = wave κ c x i * wave κ c x j :=
      div_mul_cancel₀ _ (add_pos (hκ i) (hκ j)).ne'
    linear_combination (-(psi κ c x i * psi κ c x j)) * hC
  linear_combination h0 + h3 - 2 * h1 - h2

/-- One has `(log det (1 + C))' = -v ⬝ ψ` and `(v ⬝ ψ)' = -2 ∑ κ_i ψ_i²`, and the
potential is `V = -4 ∑ κ_i ψ_i²`. -/
theorem potential_eq (hκ : ∀ i, 0 < κ i) (x : ℝ) :
    HasDerivAt (fun y => Real.log (1 + overlap κ c y).det) (-(wave κ c x ⬝ᵥ psi κ c x)) x ∧
    HasDerivAt (fun y => wave κ c y ⬝ᵥ psi κ c y) (-2 * ∑ i, κ i * psi κ c x i ^ 2) x ∧
    potential κ c x = -4 * ∑ i, κ i * psi κ c x i ^ 2 := by
  have h1 : ∀ x, HasDerivAt (fun y => Real.log (1 + overlap κ c y).det)
      (-(wave κ c x ⬝ᵥ psi κ c x)) x := by
    intro x
    have h := (hasDerivAt_det (A' := Matrix.of fun i j => -(wave κ c x i * wave κ c x j))
      (hasDerivAt_wave_overlap hκ x).2).log (one_le_and_det_pos hκ x).2.ne'
    refine h.congr_deriv ?_
    simp only [psi, Matrix.inv_def, Ring.inverse_eq_inv', Matrix.trace, Matrix.diag,
      Matrix.mul_apply, Matrix.of_apply, dotProduct, Matrix.mulVec, Matrix.smul_apply,
      smul_eq_mul, sum_div, mul_sum, ← sum_neg_distrib]
    exact sum_congr rfl fun i _ => sum_congr rfl fun j _ => by ring
  have h2 : HasDerivAt (fun y => wave κ c y ⬝ᵥ psi κ c y)
      (-2 * ∑ i, κ i * psi κ c x i ^ 2) x := by
    refine (HasDerivAt.fun_sum fun i _ => ((hasDerivAt_wave_overlap hκ x).1 i).fun_mul
      ((hasDerivAt_psi hκ x).1 i)).congr_deriv ?_
    have e := (hasDerivAt_psi (c := c) hκ x).2
    rw [dotProduct] at e
    rw [sum_add_distrib, e]
    simp only [neg_mul, sum_neg_distrib]
    ring
  refine ⟨h1 x, h2, ?_⟩
  rw [potential, funext fun y => (h1 y).deriv, h2.fun_neg.deriv]
  ring

/-- The matrix `1 + C` is invertible everywhere, and each `ψ_i` is twice differentiable and
solves `-ψ_i'' + V ψ_i = -κ_i² ψ_i`. -/
theorem schrodinger_psi (hκ : ∀ i, 0 < κ i) (i : n) :
    (∀ x, IsUnit (1 + overlap κ c x)) ∧ Differentiable ℝ (fun y => psi κ c y i) ∧
    Differentiable ℝ (deriv fun y => psi κ c y i) ∧
    ∀ x, -deriv (deriv fun y => psi κ c y i) x + potential κ c x * psi κ c x i
      = -κ i ^ 2 * psi κ c x i := by
  have hu : ∀ x, IsUnit (1 + overlap κ c x).det := fun x =>
    isUnit_iff_ne_zero.2 (one_le_and_det_pos hκ x).2.ne'
  have h2 : ∀ x, HasDerivAt (deriv fun y => psi κ c y i)
      ((potential κ c x + κ i ^ 2) * psi κ c x i) x := by
    intro x
    rw [funext fun y => ((hasDerivAt_psi (c := c) hκ y).1 i).deriv]
    obtain ⟨-, hs, hV⟩ := potential_eq (c := c) hκ x
    have h := hasDerivAt_solve (c := c) hκ (fun k => (hs.sub_const (κ k)).fun_mul
      ((hasDerivAt_wave_overlap (c := c) hκ x).1 k)) i
    refine h.congr_deriv ?_
    -- both sides agree after multiplication by 1 + C
    have key : (fun k => (-2 * ∑ i, κ i * psi κ c x i ^ 2) * wave κ c x k
        + (wave κ c x ⬝ᵥ psi κ c x - κ k) * (-κ k * wave κ c x k)
        + wave κ c x k * (wave κ c x ⬝ᵥ slope κ c x))
        = (1 + overlap κ c x) *ᵥ fun j => (potential κ c x + κ j ^ 2) * psi κ c x j := by
      rw [Matrix.add_mulVec, Matrix.one_mulVec]
      funext k
      have e : ∑ j, overlap κ c x k j * ((potential κ c x + κ j ^ 2) * psi κ c x j)
          = (potential κ c x + κ k ^ 2) * ∑ j, overlap κ c x k j * psi κ c x j
          + wave κ c x k * ∑ j, κ j * wave κ c x j * psi κ c x j
          - κ k * wave κ c x k * (wave κ c x ⬝ᵥ psi κ c x) := by
        simp only [dotProduct, mul_sum]
        rw [← sum_add_distrib, ← sum_sub_distrib]
        refine sum_congr rfl fun j _ => ?_
        have hC : overlap κ c x k j * (κ k + κ j) = wave κ c x k * wave κ c x j :=
          div_mul_cancel₀ _ (add_pos (hκ k) (hκ j)).ne'
        linear_combination (κ j - κ k) * psi κ c x j * hC
      change _ = (potential κ c x + κ k ^ 2) * psi κ c x k
        + ∑ j, overlap κ c x k j * ((potential κ c x + κ j ^ 2) * psi κ c x j)
      rw [e, (hasDerivAt_psi hκ x).2]
      linear_combination (potential κ c x + κ k ^ 2) * wave_eq (c := c) hκ x k
        - wave κ c x k * hV
    refine (congrFun (congrArg ((1 + overlap κ c x)⁻¹ *ᵥ ·) key) i).trans ?_
    simp only [Matrix.mulVec_mulVec, Matrix.nonsing_inv_mul _ (hu x), Matrix.one_mulVec]
  refine ⟨fun x => (Matrix.isUnit_iff_isUnit_det _).2 (hu x),
    fun x => ((hasDerivAt_psi hκ x).1 i).differentiableAt,
    fun x => (h2 x).differentiableAt, fun x => ?_⟩
  rw [(h2 x).deriv]
  ring

/-- At large `x` the wave function has the tail `exp(κ_i x) ψ_i(x) → c_i`. -/
theorem tendsto_exp_mul_psi (hκ : ∀ i, 0 < κ i) (i : n) :
    Tendsto (fun x => Real.exp (κ i * x) * psi κ c x i) atTop (𝓝 (c i)) := by
  have hw : ∀ j, Tendsto (fun t => wave κ c t j) atTop (𝓝 0) := fun j => by
    have h := (Real.tendsto_exp_atBot.comp
      (tendsto_id.const_mul_atTop_of_neg (neg_lt_zero.2 (hκ j)))).const_mul (c j)
    rw [mul_zero] at h
    exact h
  have hN := tendsto_finsetSum univ fun j _ => (hw j).mul (hw j)
  simp only [mul_zero, sum_const_zero] at hN
  -- 1 + C ≥ 1 bounds ψ by v
  have hb : ∀ j x, |wave κ c x j * psi κ c x j| ≤ ∑ k, wave κ c x k * wave κ c x k := by
    intro j x
    have h1 := (one_le_and_det_pos (c := c) hκ x).1 (psi κ c x)
    have e : (1 + overlap κ c x) *ᵥ psi κ c x = wave κ c x := by
      rw [Matrix.add_mulVec, Matrix.one_mulVec]
      exact (funext (wave_eq hκ x)).symm
    rw [e] at h1
    simp only [dotProduct] at h1
    have h2 : 0 ≤ ∑ k, (wave κ c x k - psi κ c x k) ^ 2 := sum_nonneg fun k _ => sq_nonneg _
    have h3 : ∑ k, (wave κ c x k - psi κ c x k) ^ 2 = ∑ k, wave κ c x k * wave κ c x k
        - 2 * ∑ k, psi κ c x k * wave κ c x k + ∑ k, psi κ c x k * psi κ c x k := by
      rw [mul_sum, ← sum_sub_distrib, ← sum_add_distrib]
      exact sum_congr rfl fun k _ => by ring
    have h4 := single_le_sum (f := fun k => wave κ c x k * wave κ c x k)
      (fun k _ => mul_self_nonneg _) (mem_univ j)
    have h5 := single_le_sum (f := fun k => psi κ c x k * psi κ c x k)
      (fun k _ => mul_self_nonneg _) (mem_univ j)
    exact abs_le.2 ⟨by nlinarith [sq_nonneg (wave κ c x j + psi κ c x j)],
      by nlinarith [sq_nonneg (wave κ c x j - psi κ c x j)]⟩
  have hz : ∀ j, Tendsto (fun x => wave κ c x j * psi κ c x j) atTop (𝓝 0) := fun j =>
    squeeze_zero_norm (fun x => hb j x) hN
  have heq : ∀ x, Real.exp (κ i * x) * psi κ c x i
      = c i * (1 - ∑ j, wave κ c x j * psi κ c x j / (κ i + κ j)) := by
    intro x
    have hE : Real.exp (κ i * x) * wave κ c x i = c i := by
      rw [wave, mul_left_comm, ← Real.exp_add, neg_mul, add_neg_cancel, Real.exp_zero, mul_one]
    have hS : ∑ j, overlap κ c x i j * psi κ c x j
        = wave κ c x i * ∑ j, wave κ c x j * psi κ c x j / (κ i + κ j) := by
      rw [mul_sum]
      exact sum_congr rfl fun j _ => by simp only [overlap, Matrix.of_apply]; ring
    linear_combination (-Real.exp (κ i * x)) * wave_eq (c := c) hκ x i
      - Real.exp (κ i * x) * hS
      + (1 - ∑ j, wave κ c x j * psi κ c x j / (κ i + κ j)) * hE
  have h := ((tendsto_finsetSum univ fun j _ =>
    (hz j).div_const (κ i + κ j)).const_sub 1).const_mul (c i)
  simp only [zero_div, sum_const_zero, sub_zero, mul_one] at h
  rw [funext heq]
  exact h

end

end ReflectionlessPotential
```

```lean
#print axioms ReflectionlessPotential.schrodinger_psi
#print axioms ReflectionlessPotential.tendsto_exp_mul_psi
```

```
'ReflectionlessPotential.schrodinger_psi' depends on axioms: [propext, Classical.choice, Quot.sound]
'ReflectionlessPotential.tendsto_exp_mul_psi' depends on axioms: [propext, Classical.choice, Quot.sound]
```

## The potential and its solutions

The finite type `n` labels the exponentials; `κ` and `c` hold their decay rates and real amplitudes. `wave` is $v_i=c_ie^{-\kappa_ix}$, `overlap` is $C_{ij}=v_iv_j/(\kappa_i+\kappa_j)$, `psi` is $\psi=(1+C)^{-1}v$, and `potential` is $V=-2(\log\det(1+C))''$. Units are $\hbar=2m=1$.

Assuming only `hκ`, that every $\kappa_i$ is positive, `schrodinger_psi` states that $1+C$ is invertible at every $x$ and that each $\psi_i$ is twice differentiable and satisfies $-\psi_i''+V\psi_i=-\kappa_i^2\psi_i$. Rates may repeat, so the labels need not count distinct energies. By `tendsto_exp_mul_psi`, $e^{\kappa_ix}\psi_i\to c_i$ as $x\to\infty$, so $\psi_i$ is not identically zero when $c_i\neq0$. Normalisation, behaviour as $x\to-\infty$ and absence of reflection are left open.

Positivity matters: for one exponential with $\kappa=-1$, $c=\sqrt2$, one gets $1+C=1-e^{2x}$, which vanishes at $x=0$.

## From a rank-one derivative to the equation

Let every $\kappa_i$ be positive, as all the lemmas on $C$ assume through `hκ`, and write $A=1+C$, $K=\mathrm{diag}(\kappa_i)$ and $s=v\cdot\psi$. Then $v'=-Kv$, $A'=-vv^T$ and
$$KC+CK=vv^T.$$

**Invertibility** (`one_le_and_det_pos`). For fixed $y$, $(y^TAy)'=-(y\cdot v)^2\le0$, while $y^TAy\to y\cdot y$ as $x\to\infty$. Hence $y^TAy\ge y\cdot y$, and the symmetric matrix $A$ has positive determinant.

**First derivatives.** Jacobi's formula, proved in `hasDerivAt_det` from the permutation expansion, gives $(\log\det A)'=\mathrm{tr}(A^{-1}A')=-s$, so $V=2s'$. In `hasDerivAt_solve`, Cramer's rule supplies differentiability; differentiating $A\psi=v$ then gives
$$A\psi'=(s-K)v,$$
which `slope` solves for $\psi'$.

**The potential** (`hasDerivAt_psi`, `potential_eq`). Since $A$ is symmetric, $v\cdot\psi'=\psi^TA\psi'=s^2-v^TK\psi$. Also
$$s^2=\psi^T(KC+CK)\psi=2\psi^TK(v-\psi).$$
Thus $v\cdot\psi'=v^TK\psi-2\psi^TK\psi$. Adding $v'\cdot\psi=-v^TK\psi$ gives $s'=-2\psi^TK\psi$, so $V=-4\sum_i\kappa_i\psi_i^2$.

**Second derivative** (`schrodinger_psi`). Differentiating $A\psi'=(s-K)v$ gives
$$A\psi''=(v\cdot\psi'+s')v-sKv+K^2v.$$
From $CK^2-K^2C=vv^TK-Kvv^T$,
$$AK^2\psi=K^2v+(v^TK\psi)v-sKv.$$
The difference is $(v\cdot\psi'+s'-v^TK\psi)v=Vv=A(V\psi)$. Cancelling $A$ leaves $\psi''=(V+K^2)\psi$. In Lean this is `key`, with `linear_combination` doing the algebra.

**The tail.** The bound on $A$ gives $|\psi|^2\le\psi\cdot v$, hence $|\psi|\le|v|$ and $v_j\psi_j\to0$. Row $i$ of $A\psi=v$ reads $e^{\kappa_ix}\psi_i=c_i\bigl(1-\sum_jv_j\psi_j/(\kappa_i+\kappa_j)\bigr)$, which tends to $c_i$.

## Evaluating V on a grid

In code, one Cholesky solve of $(1+C)\psi=v$ per grid point yields both $\psi$ and $V=-4\sum_i\kappa_i\psi_i^2$, without numerical differentiation. For a single particle in one dimension, these values can test a finite-difference Hamiltonian, provided the grid avoids large negative $x$. There the exponentials eventually overflow, and for equal or nearly equal rates rounding can make $1+C$ numerically singular well before that.
